# Pair polarizability of two identical polarizable points for $R^3 > 2\alpha$, and its long-range limits

In the dipole-induced-dipole model, the induced moments of a pair of polarizable sites in an applied field satisfy a linear system in which each moment depends on the other. For two identical isotropic point polarizabilities $\alpha > 0$ in a uniform field, at a distance $R$ with $\alpha/R^3 < 1/2$ in Gaussian or atomic units, that system has exactly one solution, and the total moment has a closed form.

```lean
import Mathlib

open Filter Topology Matrix

namespace DipoleInducedDipole

noncomputable section

/-- The field of a point dipole `p` at distance `R` in the direction of the unit vector `n`. -/
def dipoleField (n : Fin 3 → ℝ) (R : ℝ) (p : Fin 3 → ℝ) : Fin 3 → ℝ :=
  (1 / R ^ 3) • ((3 * (n ⬝ᵥ p)) • n - p)

/-- The dipole-induced-dipole equations: each moment is `α` times the sum of the applied field
and the field of the other dipole. -/
def IsInduced (α R : ℝ) (n E m₁ m₂ : Fin 3 → ℝ) : Prop :=
  m₁ = α • (E + dipoleField n R m₂) ∧ m₂ = α • (E + dipoleField n R m₁)

/-- The pair polarizability along the axis. -/
def alphaPar (α R : ℝ) : ℝ := 2 * α / (1 - 2 * (α / R ^ 3))

/-- The pair polarizability perpendicular to the axis. -/
def alphaPerp (α R : ℝ) : ℝ := 2 * α / (1 + α / R ^ 3)

/-- The anisotropy of the pair polarizability. -/
def anisotropy (α R : ℝ) : ℝ := alphaPar α R - alphaPerp α R

/-- The mean pair polarizability minus that of two isolated particles. -/
def meanIncrement (α R : ℝ) : ℝ := (alphaPar α R + 2 * alphaPerp α R) / 3 - 2 * α

/-- The pair polarizability tensor with axis `n`, applied to the field `E`. -/
def pairMoment (α R : ℝ) (n E : Fin 3 → ℝ) : Fin 3 → ℝ :=
  alphaPerp α R • E + (anisotropy α R * (n ⬝ᵥ E)) • n

/-- Half of the pair moment. -/
def inducedDipole (α R : ℝ) (n E : Fin 3 → ℝ) : Fin 3 → ℝ :=
  (1 / 2 : ℝ) • pairMoment α R n E

/-- Two scalar dipoles with mutual coupling `k` have one solution, with equal moments,
when neither the symmetric nor the antisymmetric mode is singular. -/
theorem axis_response {α k E x y : ℝ} (h₁ : 1 - α * k ≠ 0) (h₂ : 1 + α * k ≠ 0) :
    (x = α * (E + k * y) ∧ y = α * (E + k * x)) ↔
      (x = α * E / (1 - α * k) ∧ y = α * E / (1 - α * k)) := by
  constructor
  · rintro ⟨hx, hy⟩
    -- the antisymmetric mode is not excited
    have hd : (x - y) * (1 + α * k) = 0 := by linear_combination hx - hy
    have hxy : x - y = 0 := (mul_eq_zero.mp hd).resolve_right h₂
    constructor
    · rw [eq_div_iff h₁]
      linear_combination hx - α * k * hxy
    · rw [eq_div_iff h₁]
      linear_combination hy + α * k * hxy
  · rintro ⟨hx, hy⟩
    rw [eq_div_iff h₁] at hx hy
    have hxy : x = y := mul_right_cancel₀ h₁ (hx.trans hy.symm)
    subst hxy
    exact ⟨by linear_combination hx, by linear_combination hx⟩

/-- The component of the dipole field along the axis is `2 / R ^ 3` times that of the dipole. -/
theorem dot_dipoleField {n : Fin 3 → ℝ} (hn : n ⬝ᵥ n = 1) (R : ℝ) (p : Fin 3 → ℝ) :
    n ⬝ᵥ dipoleField n R p = 2 / R ^ 3 * (n ⬝ᵥ p) := by
  simp only [dipoleField, dotProduct_smul, dotProduct_sub, smul_eq_mul, hn]
  ring

/-- The axial components of the induced moments obey scalar equations with coupling
`2 / R ^ 3`. -/
theorem longitudinal_equations {α R : ℝ} {n E m₁ m₂ : Fin 3 → ℝ} (hn : n ⬝ᵥ n = 1)
    (h : IsInduced α R n E m₁ m₂) :
    n ⬝ᵥ m₁ = α * (n ⬝ᵥ E + 2 / R ^ 3 * (n ⬝ᵥ m₂)) ∧
      n ⬝ᵥ m₂ = α * (n ⬝ᵥ E + 2 / R ^ 3 * (n ⬝ᵥ m₁)) := by
  have h₁ := congrArg (fun v => n ⬝ᵥ v) h.1
  have h₂ := congrArg (fun v => n ⬝ᵥ v) h.2
  simp only [dotProduct_smul, dotProduct_add, dot_dipoleField hn, smul_eq_mul] at h₁ h₂
  exact ⟨h₁, h₂⟩

/-- The two pair polarizabilities, multiplied by their denominators, both give `2 * α`. -/
theorem polarizability_mul {α R : ℝ} (hα : 0 < α) (hR : 0 < R) (hs : α / R ^ 3 < 1 / 2) :
    alphaPar α R * (1 - 2 * (α / R ^ 3)) = 2 * α ∧
      alphaPerp α R * (1 + α / R ^ 3) = 2 * α := by
  have ht : 0 < α / R ^ 3 := div_pos hα (pow_pos hR 3)
  exact ⟨div_mul_cancel₀ _ (by linarith), div_mul_cancel₀ _ (by linarith)⟩

/-- For `α / R ^ 3 < 1 / 2` the dipole-induced-dipole equations hold exactly when both moments equal
`inducedDipole`. -/
theorem isInduced_iff {α R : ℝ} {n E m₁ m₂ : Fin 3 → ℝ} (hα : 0 < α) (hR : 0 < R)
    (hs : α / R ^ 3 < 1 / 2) (hn : n ⬝ᵥ n = 1) :
    IsInduced α R n E m₁ m₂ ↔
      m₁ = inducedDipole α R n E ∧ m₂ = inducedDipole α R n E := by
  have ht : 0 < α / R ^ 3 := div_pos hα (pow_pos hR 3)
  have e₁ : α * (2 / R ^ 3) = 2 * (α / R ^ 3) := by ring
  have e₂ : α * (-1 / R ^ 3) = -(α / R ^ 3) := by ring
  constructor
  · intro h
    obtain ⟨l₁, l₂⟩ := longitudinal_equations hn h
    have hL := (axis_response (by rw [e₁]; linarith) (by rw [e₁]; linarith)).mp ⟨l₁, l₂⟩
    -- what remains after removing the axial part has coupling -1 / R ^ 3
    have hT : ∀ i, _ := fun i =>
      (axis_response (α := α) (k := -1 / R ^ 3) (E := E i - (n ⬝ᵥ E) * n i)
        (x := m₁ i - (n ⬝ᵥ m₁) * n i) (y := m₂ i - (n ⬝ᵥ m₂) * n i)
        (by rw [e₂]; linarith) (by rw [e₂]; linarith)).mp (by
          have c₁ := congrFun h.1 i
          have c₂ := congrFun h.2 i
          simp only [dipoleField, Pi.smul_apply, Pi.add_apply, Pi.sub_apply,
            smul_eq_mul] at c₁ c₂
          exact ⟨by linear_combination c₁ - n i * l₁, by linear_combination c₂ - n i * l₂⟩)
    constructor
    · funext i
      simp only [inducedDipole, pairMoment, anisotropy, alphaPar, alphaPerp, Pi.smul_apply,
        Pi.add_apply, smul_eq_mul]
      linear_combination (hT i).1 + n i * hL.1
    · funext i
      simp only [inducedDipole, pairMoment, anisotropy, alphaPar, alphaPerp, Pi.smul_apply,
        Pi.add_apply, smul_eq_mul]
      linear_combination (hT i).2 + n i * hL.2
  · rintro ⟨rfl, rfl⟩
    obtain ⟨hp, hq⟩ := polarizability_mul hα hR hs
    have hd : n ⬝ᵥ inducedDipole α R n E = 1 / 2 * alphaPar α R * (n ⬝ᵥ E) := by
      simp only [inducedDipole, pairMoment, anisotropy, dotProduct_smul, dotProduct_add,
        smul_eq_mul, hn]
      ring
    have key : inducedDipole α R n E =
        α • (E + dipoleField n R (inducedDipole α R n E)) := by
      funext i
      simp only [dipoleField, Pi.smul_apply, Pi.add_apply, Pi.sub_apply, smul_eq_mul, hd]
      simp only [inducedDipole, pairMoment, anisotropy, Pi.smul_apply, Pi.add_apply,
        smul_eq_mul]
      linear_combination (1 / 2 * E i - 1 / 2 * (n ⬝ᵥ E) * n i) * hq
        + 1 / 2 * (n ⬝ᵥ E) * n i * hp
    exact ⟨key, key⟩

/-- For `α / R ^ 3 < 1 / 2` every applied field induces exactly one pair of moments, and their
sum is the pair polarizability tensor applied to the field. -/
theorem pair_response {α R : ℝ} {n : Fin 3 → ℝ} (hα : 0 < α) (hR : 0 < R)
    (hs : α / R ^ 3 < 1 / 2) (hn : n ⬝ᵥ n = 1) (E : Fin 3 → ℝ) :
    (∃! m : (Fin 3 → ℝ) × (Fin 3 → ℝ), IsInduced α R n E m.1 m.2) ∧
      ∀ m₁ m₂, IsInduced α R n E m₁ m₂ →
        m₁ + m₂ = alphaPerp α R • E
          + ((alphaPar α R - alphaPerp α R) * (n ⬝ᵥ E)) • n := by
  constructor
  · refine ⟨(inducedDipole α R n E, inducedDipole α R n E),
      (isInduced_iff hα hR hs hn).mpr ⟨rfl, rfl⟩, fun m hm => ?_⟩
    have h := (isInduced_iff hα hR hs hn).mp hm
    exact Prod.ext h.1 h.2
  · intro m₁ m₂ h
    obtain ⟨h₁, h₂⟩ := (isInduced_iff hα hR hs hn).mp h
    change m₁ + m₂ = pairMoment α R n E
    rw [h₁, h₂]
    unfold inducedDipole
    module

/-- Exact anisotropy and mean increment of the pair polarizability at finite separation. -/
theorem exact_increments {α R : ℝ} (hα : 0 < α) (hR : 0 < R) (hs : α / R ^ 3 < 1 / 2) :
    R ^ 3 * anisotropy α R = 6 * α ^ 2 / ((1 - 2 * (α / R ^ 3)) * (1 + α / R ^ 3)) ∧
      R ^ 6 * meanIncrement α R =
        4 * α ^ 3 / ((1 - 2 * (α / R ^ 3)) * (1 + α / R ^ 3)) := by
  have ht : 0 < α / R ^ 3 := div_pos hα (pow_pos hR 3)
  have e : R ^ 3 * (α / R ^ 3) = α := mul_div_cancel₀ _ (pow_pos hR 3).ne'
  obtain ⟨hp, hq⟩ := polarizability_mul hα hR hs
  unfold anisotropy meanIncrement
  generalize α / R ^ 3 = t at hs ht e hp hq ⊢
  have hD : (1 - 2 * t) * (1 + t) ≠ 0 := mul_ne_zero (by linarith) (by linarith)
  rw [eq_div_iff hD, eq_div_iff hD]
  constructor
  · linear_combination R ^ 3 * (1 + t) * hp - R ^ 3 * (1 - 2 * t) * hq + 6 * α * e
  · linear_combination R ^ 6 * (1 + t) / 3 * hp + 2 * R ^ 6 * (1 - 2 * t) / 3 * hq
      + 4 * α * (R ^ 3 * t + α) * e

/-- At large separation `R ^ 3` times the anisotropy tends to `6 * α ^ 2`, and `R ^ 6` times
the mean increment tends to `4 * α ^ 3`. -/
theorem long_range_limits {α : ℝ} (hα : 0 < α) :
    Tendsto (fun R : ℝ => R ^ 3 * anisotropy α R) atTop (𝓝 (6 * α ^ 2)) ∧
      Tendsto (fun R : ℝ => R ^ 6 * meanIncrement α R) atTop (𝓝 (4 * α ^ 3)) := by
  have ht : Tendsto (fun R : ℝ => α / R ^ 3) atTop (𝓝 0) :=
    tendsto_const_nhds.div_atTop (tendsto_pow_atTop (by norm_num))
  have hc : Continuous (fun t : ℝ => (1 - 2 * t) * (1 + t)) := by fun_prop
  have hD : Tendsto (fun R : ℝ => (1 - 2 * (α / R ^ 3)) * (1 + α / R ^ 3)) atTop
      (𝓝 ((1 - 2 * 0) * (1 + 0))) := (hc.tendsto 0).comp ht
  have e : (1 - 2 * 0) * (1 + 0) = (1 : ℝ) := by norm_num
  rw [e] at hD
  -- the common denominator tends to one
  have hlim : ∀ c : ℝ, Tendsto
      (fun R : ℝ => c / ((1 - 2 * (α / R ^ 3)) * (1 + α / R ^ 3))) atTop (𝓝 c) := by
    intro c
    have h := (tendsto_const_nhds (x := c)).div hD one_ne_zero
    rw [div_one] at h
    exact h
  have hs := ht.eventually_lt_const (by norm_num : (0 : ℝ) < 1 / 2)
  constructor
  · refine (hlim _).congr' ?_
    filter_upwards [eventually_gt_atTop (0 : ℝ), hs] with R hR h
    exact (exact_increments hα hR h).1.symm
  · refine (hlim _).congr' ?_
    filter_upwards [eventually_gt_atTop (0 : ℝ), hs] with R hR h
    exact (exact_increments hα hR h).2.symm

/-- Polarization catastrophe: at `R ^ 3 = 2 * α` no induced moments solve the equations for a
field with a component along the axis. -/
theorem polarization_catastrophe {α R : ℝ} {n E : Fin 3 → ℝ} (hα : 0 < α)
    (hc : R ^ 3 = 2 * α) (hn : n ⬝ᵥ n = 1) (hE : n ⬝ᵥ E ≠ 0) (m₁ m₂ : Fin 3 → ℝ) :
    ¬ IsInduced α R n E m₁ m₂ := by
  intro h
  obtain ⟨l₁, l₂⟩ := longitudinal_equations hn h
  have hk : α * (2 / R ^ 3) = 1 := by
    rw [hc]
    field_simp
  -- adding the two axial equations leaves no room for the applied field
  have h0 : α * (n ⬝ᵥ E) = 0 := by
    linear_combination (-1 / 2) * l₁ - 1 / 2 * l₂ - 1 / 2 * (n ⬝ᵥ m₁ + n ⬝ᵥ m₂) * hk
  exact mul_ne_zero hα.ne' hE h0

end

end DipoleInducedDipole
```

```lean
#print axioms DipoleInducedDipole.pair_response
#print axioms DipoleInducedDipole.long_range_limits
#print axioms DipoleInducedDipole.polarization_catastrophe
```

```
'DipoleInducedDipole.pair_response' depends on axioms: [propext, Classical.choice, Quot.sound]
'DipoleInducedDipole.long_range_limits' depends on axioms: [propext, Classical.choice, Quot.sound]
'DipoleInducedDipole.polarization_catastrophe' depends on axioms: [propext, Classical.choice, Quot.sound]
```

## From the vector equations to two scalar couplings

Let $n$ be the unit vector along the line joining the particles, and let $E$ be a field that is the same at both sites. In Gaussian or atomic units, a dipole $p$ on one site produces at the other the field

$$F(p) = \frac{3(n\cdot p)\,n - p}{R^3}.$$

Replacing $n$ by $-n$ changes nothing, so the same expression serves in both directions. The induced moments satisfy

$$m_1 = \alpha\,(E + F(m_2)), \qquad m_2 = \alpha\,(E + F(m_1)).$$

Since $n\cdot n = 1$, the axial component of the dipole field is

$$n\cdot F(p) = \frac{3(n\cdot p) - n\cdot p}{R^3} = \frac{2}{R^3}\,(n\cdot p).$$

For any vector $v$, write $v_\perp = v - (n\cdot v)\,n$ for what remains after the axial part is removed. Then $F(p)_\perp = -p_\perp/R^3$. The axial components and each component of the remainder therefore obey the same pair of scalar equations,

$$x = \alpha(e + k y), \qquad y = \alpha(e + k x),$$

where $e$ is the corresponding part of the field, and $k = 2/R^3$ for the axial part or $k = -1/R^3$ for the remainder.

Subtracting the equations gives $(x-y)(1+\alpha k) = 0$. If $1+\alpha k \neq 0$, then $x = y$, and either equation becomes $x(1-\alpha k) = \alpha e$. If also $1-\alpha k \neq 0$, then

$$x = y = \frac{\alpha e}{1-\alpha k}.$$

Set $t = \alpha/R^3$. Along the axis $\alpha k = 2t$, and across it $\alpha k = -t$. For $0 < t < 1/2$ the four numbers $1 \pm 2t$ and $1 \pm t$ are all positive, so both cases are solvable. Adding the two equal moments gives the pair polarizabilities

$$\alpha_\parallel = \frac{2\alpha}{1-2t}, \qquad \alpha_\perp = \frac{2\alpha}{1+t},$$

and reassembling the components gives

$$m_1 + m_2 = \alpha_\perp E + (\alpha_\parallel - \alpha_\perp)(n\cdot E)\,n.$$

This shows that any solution has this form. Conversely, let both moments be half of the right-hand side. Their axial component is $\tfrac12\alpha_\parallel (n\cdot E)$ and their remainder is $\tfrac12\alpha_\perp E_\perp$. The equations then require $\alpha + t\alpha_\parallel = \tfrac12\alpha_\parallel$ and $\alpha - \tfrac12 t\alpha_\perp = \tfrac12\alpha_\perp$, which are the identities $\alpha_\parallel(1-2t) = 2\alpha$ and $\alpha_\perp(1+t) = 2\alpha$.

## Why the anisotropy falls as $R^{-3}$ and the mean increment as $R^{-6}$

With $D = (1-2t)(1+t) = 1 - t - 2t^2$, the anisotropy is

$$\alpha_\parallel - \alpha_\perp = \frac{2\alpha[(1+t)-(1-2t)]}{D} = \frac{6\alpha t}{D}.$$

The mean polarizability, less that of two isolated particles, is

$$\frac{\alpha_\parallel + 2\alpha_\perp}{3} - 2\alpha = \frac{2\alpha(1-t)}{D} - 2\alpha = \frac{2\alpha[(1-t)-(1-t-2t^2)]}{D} = \frac{4\alpha t^2}{D}.$$

Because $R^3 t = \alpha$, multiplying by $R^3$ and $R^6$ respectively gives the exact values $6\alpha^2/D$ and $4\alpha^3/D$. As $R \to \infty$, $t \to 0$ and $D \to 1$, which leaves $6\alpha^2$ and $4\alpha^3$. The mean has no term of first order in $t$ because the couplings $2, -1, -1$ along the three principal directions sum to zero.

## At the critical separation

When $R^3 = 2\alpha$, the axial coupling satisfies $\alpha k = 1$, and the axial equations read

$$n\cdot m_1 = \alpha(n\cdot E) + n\cdot m_2, \qquad n\cdot m_2 = \alpha(n\cdot E) + n\cdot m_1.$$

Their sum is $0 = 2\alpha(n\cdot E)$, which is impossible for a field with an axial component. The condition $t < 1/2$ thus says that the dipole returned along the axis by the partner is smaller than the dipole that caused it.

## What the Lean statements fix

Vectors are functions `Fin 3 → ℝ`, `⬝ᵥ` is the ordinary dot product, and `n ⬝ᵥ n = 1` makes $n$ a unit vector in any direction. `dipoleField n R p` is $F(p)$. `IsInduced α R n E m₁ m₂` says only that the two moments satisfy the coupled equations; that such moments exist is proved, not assumed.

The definitions `alphaPar` and `alphaPerp` are explicit formulas for $\alpha_\parallel$ and $\alpha_\perp$. Their meaning as response coefficients comes from `pair_response`: for positive `α` and `R` with `α / R ^ 3 < 1 / 2`, every field `E` has exactly one pair of moments, and the sum of any moments satisfying the equations is the tensor expression above.

`exact_increments` gives the two formulas at finite separation under the same conditions. `long_range_limits` needs only `0 < α`, since the condition on the separation holds automatically once $R$ is large. `polarization_catastrophe` concerns the single separation $R^3 = 2\alpha$; it makes no statement about how the moments grow as that distance is approached, or about shorter distances.

The model is classical and static, with two identical, isotropic, linear point polarizabilities in a uniform field. It has no damping at short range, no charge overlap and no hyperpolarizability. For real atoms, correlated charge fluctuations acting through the hyperpolarizability also contribute to the mean at order $R^{-6}$, so $4\alpha^3$ is only the dipole-induced-dipole part of that coefficient. Within these restrictions, the formulas provide reference values for an undamped induced-dipole solver applied to two sites.

## How the proof follows the algebra

`axis_response` is the scalar calculation, stated as an equivalence. Its forward direction factors the difference of the equations, cancels $1+\alpha k$ and solves for each moment; its reverse direction substitutes the solution back.

`dot_dipoleField` computes the axial coupling $2/R^3$, and `longitudinal_equations` takes the dot product of both vector equations with $n$.

`isInduced_iff` joins the parts. In the forward direction, `axis_response` is applied once to the axial components and once, for each index `i`, to `m₁ i - (n ⬝ᵥ m₁) * n i` and its partner. The scalar equations for these remainders come from subtracting `n i` times the axial equation from component `i` of the vector equation. Adding the axial part back gives the components of `inducedDipole`, which is half of the pair moment. In the reverse direction, `polarizability_mul` supplies the two identities used in the direct substitution. `pair_response` then reads off existence and uniqueness, and adds the two equal halves.

In `exact_increments`, the ratio $\alpha/R^3$ is replaced by a variable `t` that keeps the relation $R^3 t = \alpha$. Both claims are multiplied by the nonzero denominator $D$, and `linear_combination` checks the resulting polynomial identities. `long_range_limits` shows that $D$ tends to one, so $c/D$ tends to $c$ for every constant $c$, and transfers this to the scaled quantities, which equal such quotients for all sufficiently large $R$. `polarization_catastrophe` adds the two axial equations, as above.

## Two unequal particles

The same separation into axial and perpendicular components treats polarizabilities $\alpha_1, \alpha_2 > 0$ that differ, a case the Lean code does not cover. The two moments are then no longer equal in general, so one is eliminated by substitution. Solving $x = \alpha_1(e+ky)$ and $y = \alpha_2(e+kx)$ gives

$$x + y = \frac{\alpha_1 + \alpha_2 + 2\alpha_1\alpha_2 k}{1 - \alpha_1\alpha_2 k^2}\,e$$

whenever the denominator is nonzero. With $k = 2/R^3$ and $k = -1/R^3$, the leading anisotropy at large $R$ becomes $6\alpha_1\alpha_2/R^3$ and the leading mean increment $2\alpha_1\alpha_2(\alpha_1+\alpha_2)/R^6$. The critical separation moves to $R^6 = 4\alpha_1\alpha_2$.
